# First-order hyperfine lines of n spin-1/2 nuclei with positive couplings: n + 1 if all are equal, 2ⁿ if each exceeds the sum of its predecessors

A radical with one unpaired electron sits in a strong static magnetic field, and its electron spin is flipped by microwaves. Each of its $n$ spin-1/2 nuclei shifts the resonance up or down, depending on its own orientation. There are $2^n$ orientations, yet a highly symmetric radical shows far fewer lines. How many distinct positions there are depends on the couplings $a_0,\dots,a_{n-1}$.

## First order and spin 1/2

For isotropic couplings, as in a radical that tumbles rapidly in solution, the hyperfine energy is to first order $m_S\sum_k m_k a_k$, with electron projection $m_S$ and nuclear projections $m_k=\pm\tfrac12$. Flipping the electron from $m_S=-\tfrac12$ to $+\tfrac12$ with the nuclei unchanged displaces the line by $\sum_k m_k a_k$.

In Lean 4 with Mathlib:

```lean
import Mathlib

open Finset

namespace HyperfineLineCount

noncomputable section
```

A configuration `s : Fin n → Bool` says which nuclei are up, and `spin` turns each entry into $\pm\tfrac12$.

```lean
/-- The projection of a nuclear spin 1/2: `1/2` for up (`true`), `-1/2` for down (`false`). -/
def spin (b : Bool) : ℝ := if b = true then 1 / 2 else -1 / 2
```

The couplings are real numbers in any common energy or frequency unit, and shifts are measured from the line without hyperfine coupling.

```lean
/-- The first-order hyperfine shift `∑ m_k a_k` of a line, for couplings `a` and the
nuclear spin configuration `s`. -/
def lineShift {n : ℕ} (a : Fin n → ℝ) (s : Fin n → Bool) : ℝ := ∑ k, spin (s k) * a k
```

Coincident lines count once, because `lines` is a finite set of positions. Intensities and linewidths are absent, as are second-order shifts, which can split the lines of equivalent nuclei.

```lean
/-- The set of distinct line positions over all nuclear spin configurations. -/
def lines {n : ℕ} (a : Fin n → ℝ) : Finset ℝ := univ.image (lineShift a)
```

Two facts about spin 1/2 are each used in more than one proof: a projection is the occupation of the up state minus $\tfrac12$, and two projections differ by at most 1. A larger spin would break the second.

```lean
/-- A spin projection is the occupation of the up state minus one half. -/
theorem spin_eq (b : Bool) : spin b = (if b = true then 1 else 0) - 1 / 2 := by
  cases b <;> norm_num [spin]

/-- Two projections of a spin 1/2 differ by at most one. -/
theorem abs_spin_sub_le (b c : Bool) : |spin b - spin c| ≤ 1 := by
  cases b <;> cases c <;> norm_num [spin]
```

The near-equivalent case also needs a bound on binary sums. Distinct powers of two with exponents below $m$ sum to at most $\sum_{i<m}2^i=2^m-1<2^m$; the proof embeds the given exponents in `range m` and sums the geometric series by induction.

```lean
/-- Distinct powers of two with exponents below `m` add up to less than `2 ^ m`. -/
theorem sum_two_pow_lt {n : ℕ} (S : Finset (Fin n)) (m : ℕ) (h : ∀ j ∈ S, (j : ℕ) < m) :
    ∑ j ∈ S, (2 : ℝ) ^ (j : ℕ) < 2 ^ m := by
  have himg : ∑ j ∈ S, (2 : ℝ) ^ (j : ℕ) = ∑ i ∈ S.image Fin.val, (2 : ℝ) ^ i := by
    symm
    apply Finset.sum_image
    intro x _ y _ hxy
    exact Fin.ext hxy
  have hgeo : ∀ m : ℕ, ∑ i ∈ range m, (2 : ℝ) ^ i = 2 ^ m - 1 := by
    intro m
    induction m with
    | zero => simp
    | succ m ih => rw [sum_range_succ, ih, pow_succ]; ring
  have hsub : S.image Fin.val ⊆ range m := by
    intro i hi
    obtain ⟨j, hj, rfl⟩ := mem_image.mp hi
    exact mem_range.mpr (h j hj)
  have hle : ∑ i ∈ S.image Fin.val, (2 : ℝ) ^ i ≤ ∑ i ∈ range m, (2 : ℝ) ^ i :=
    sum_le_sum_of_subset_of_nonneg hsub (fun i _ _ => by positivity)
  rw [hgeo] at hle
  linarith
```

## Nuclei that share a coupling

Equivalence here means equality of the first-order couplings. The map `g` assigns each nucleus to a set $i$, and every nucleus in that set has coupling $b_i$. If set $i$ has $n_i$ members, of which $p_i$ are up, its contribution is
$$b_i\left[\tfrac12p_i-\tfrac12(n_i-p_i)\right]=b_i\left(p_i-\tfrac{n_i}{2}\right).$$
The shift depends only on the numbers $p_i\in\{0,\dots,n_i\}$, so there are at most $\prod_i(n_i+1)$ lines. For simulations within this first-order model, the positions can be enumerated by these counts instead of by all $2^n$ configurations.

In the proof, `P` is the set of admissible counts and `E` sends counts to shifts. `sum_fiberwise` regroups the sum over nuclei by sets, and step `h` uses the common coupling within each set.

```lean
/-- If the nuclei fall into sets of equivalent nuclei, with one coupling `b i` for each set,
the number of lines is at most the product of (size of the set + 1). -/
theorem card_lines_le_of_equivalent_sets {n : ℕ} {ι : Type*} [Fintype ι] [DecidableEq ι]
    (g : Fin n → ι) (b : ι → ℝ) :
    (lines (fun k => b (g k))).card ≤ ∏ i, ((univ.filter (fun k => g k = i)).card + 1) := by
  let F : ι → Finset (Fin n) := fun i => univ.filter (fun k => g k = i)
  let P : Finset (ι → ℕ) := Fintype.piFinset (fun i => range ((F i).card + 1))
  let E : (ι → ℕ) → ℝ := fun m => ∑ i, b i * ((m i : ℝ) - ((F i).card : ℝ) / 2)
  -- only the number of up spins in each set matters
  have hsub : lines (fun k => b (g k)) ⊆ P.image E := by
    intro x hx
    obtain ⟨s, -, rfl⟩ := mem_image.mp hx
    refine mem_image.mpr ⟨fun i => ((F i).filter (fun k => s k = true)).card, ?_, ?_⟩
    · exact Fintype.mem_piFinset.mpr fun i =>
        mem_range.mpr (Nat.lt_succ_of_le (card_filter_le _ _))
    · refine Eq.trans ?_ (sum_fiberwise univ g (fun k => spin (s k) * b (g k)))
      refine sum_congr rfl fun i _ => ?_
      have h : ∑ k ∈ F i, spin (s k) * b (g k)
          = ∑ k ∈ F i, b i * ((if s k = true then 1 else 0) - 1 / 2) :=
        sum_congr rfl fun k hk => by
          have hg : g k = i := (mem_filter.mp hk).2
          rw [hg, spin_eq, mul_comm]
      refine Eq.trans ?_ h.symm
      rw [← mul_sum, sum_sub_distrib, sum_boole, sum_const, nsmul_eq_mul]
      ring
  calc (lines (fun k => b (g k))).card ≤ (P.image E).card := card_le_card hsub
    _ ≤ P.card := card_image_le
    _ = ∏ i, ((F i).card + 1) :=
      (Fintype.card_piFinset _).trans (prod_congr rfl fun i _ => card_range _)
```

Without a common coupling within each set the bound can fail: the couplings 9, 10 and 12 used below give 8 lines, whereas a single set of three allows 4.

## Positive couplings

Positivity means that turning any nucleus up raises the shift. Start with all nuclei down and turn up nuclei $0,1,2,\dots$ in order. Turning up nucleus $m$ adds $a_m>0$, so the $n+1$ configurations visited have strictly increasing shifts. This gives at least $n+1$ lines, and there are at most $2^n$ because there are $2^n$ configurations.

The proof states the first half as `StrictMono`: for $m<m'$ the sums are compared term by term, with strict inequality at nucleus $m$. The upper bound makes no use of positivity.

```lean
/-- For `n` nuclei with positive couplings the number of lines lies between `n + 1`
and `2 ^ n`. -/
theorem card_lines_bounds {n : ℕ} (a : Fin n → ℝ) (ha : ∀ k, 0 < a k) :
    n + 1 ≤ (lines a).card ∧ (lines a).card ≤ 2 ^ n := by
  have hmono : ∀ b c : Bool, (b = true → c = true) → spin b ≤ spin c := by
    intro b c
    cases b <;> cases c <;> norm_num [spin]
  have hud : spin false < spin true := by norm_num [spin]
  -- turning the spins up one after another raises the shift at each step
  have hf : StrictMono (fun m : Fin (n + 1) =>
      lineShift a (fun k => decide ((k : ℕ) < (m : ℕ)))) := by
    intro m m' h
    have hlt : (m : ℕ) < (m' : ℕ) := h
    have hm : (m : ℕ) < n := by
      have := m'.isLt
      omega
    have hs : spin (decide ((m : ℕ) < (m : ℕ))) < spin (decide ((m : ℕ) < (m' : ℕ))) := by
      rw [decide_eq_false (lt_irrefl (m : ℕ)), decide_eq_true hlt]
      exact hud
    change ∑ k : Fin n, spin (decide ((k : ℕ) < (m : ℕ))) * a k
      < ∑ k : Fin n, spin (decide ((k : ℕ) < (m' : ℕ))) * a k
    refine sum_lt_sum (fun k _ => ?_) ⟨⟨m, hm⟩, mem_univ _, ?_⟩
    · exact mul_le_mul_of_nonneg_right (hmono _ _ fun hb =>
        decide_eq_true (lt_trans (of_decide_eq_true hb) hlt)) (ha k).le
    · exact mul_lt_mul_of_pos_right hs (ha _)
  constructor
  · have hcard := card_image_of_injective (univ : Finset (Fin (n + 1))) hf.injective
    rw [card_univ, Fintype.card_fin] at hcard
    rw [← hcard]
    exact card_le_card (image_subset_iff.mpr fun m _ => mem_image_of_mem _ (mem_univ _))
  · refine card_image_le.trans (le_of_eq ?_)
    simp
```

For the lower bound it is enough that no coupling vanishes, because reversing the sign of a coupling merely exchanges the roles of up and down for that nucleus. If all couplings are zero there is one line, so the bound fails for every $n\ge1$.

For equal positive couplings, the product bound with a single set gives at most $n+1$ lines, and the lower bound gives at least $n+1$.

```lean
/-- `n` equivalent nuclei with a common positive coupling give exactly `n + 1` lines. -/
theorem card_lines_equivalent (n : ℕ) {c : ℝ} (hc : 0 < c) :
    (lines (fun _ : Fin n => c)).card = n + 1 := by
  apply le_antisymm
  · have h := card_lines_le_of_equivalent_sets (fun _ : Fin n => ()) (fun _ => c)
    simpa using h
  · exact (card_lines_bounds _ fun _ => hc).1
```

## Each coupling outweighs its predecessors

The hypothesis `∑ j ∈ Iio k, |a j| < |a k|` says that the nuclei before $k$, even acting together, cannot undo a flip of nucleus $k$. The signs of the couplings are free. For $k=0$ the sum is empty, so the condition says $a_0\neq0$.

Suppose configurations $s\neq t$ have the same shift. Let $d_j$ be the difference of their projections at nucleus $j$, so $d_j\in\{-1,0,1\}$, and let $k$ be the last nucleus at which they differ. Then $|d_k|=1$, $d_j=0$ for $j>k$, and $\sum_j d_ja_j=0$. Hence
$$|a_k|=\Big|\sum_{j<k}d_ja_j\Big|\le\sum_{j<k}|a_j|,$$
which contradicts the hypothesis.

The proof finds $k$ as the maximum of the set of differing nuclei, removes the later terms in `hsplit`, and obtains the displayed inequality as `hle`.

```lean
/-- If each coupling exceeds in magnitude the sum of the magnitudes of its predecessors,
different spin configurations have different shifts. -/
theorem lineShift_injective {n : ℕ} (a : Fin n → ℝ)
    (h : ∀ k, ∑ j ∈ Iio k, |a j| < |a k|) : Function.Injective (lineShift a) := by
  intro s t hst
  by_contra hne
  have hone : ∀ b c : Bool, b ≠ c → |spin b - spin c| = 1 := by
    intro b c
    cases b <;> cases c <;> norm_num [spin]
  -- the last nucleus at which the configurations differ
  obtain ⟨k, hk, hmax⟩ : ∃ k, s k ≠ t k ∧ ∀ j, k < j → s j = t j := by
    obtain ⟨i, hi⟩ := Function.ne_iff.mp hne
    have hD : (univ.filter (fun k => s k ≠ t k)).Nonempty :=
      ⟨i, mem_filter.mpr ⟨mem_univ _, hi⟩⟩
    refine ⟨_, (mem_filter.mp (max'_mem _ hD)).2, fun j hj => ?_⟩
    by_contra hc
    exact absurd (le_max' _ j (mem_filter.mpr ⟨mem_univ _, hc⟩)) (not_le_of_gt hj)
  have hzero : ∑ j, (spin (s j) - spin (t j)) * a j = 0 := by
    simp only [sub_mul, sum_sub_distrib]
    exact sub_eq_zero.mpr hst
  have hsplit : ∑ j ∈ insert k (Iio k), (spin (s j) - spin (t j)) * a j
      = ∑ j, (spin (s j) - spin (t j)) * a j := by
    refine sum_subset (subset_univ _) fun j _ hj => ?_
    rcases lt_trichotomy j k with hjk | hjk | hjk
    · exact absurd (mem_insert_of_mem (mem_Iio.mpr hjk)) hj
    · exact absurd (mem_insert.mpr (Or.inl hjk)) hj
    · rw [hmax j hjk, sub_self, zero_mul]
  rw [hzero, sum_insert (by simp)] at hsplit
  -- its coupling would have to be balanced by the preceding ones
  have hle : |a k| ≤ ∑ j ∈ Iio k, |a j| := by
    calc |a k| = |(spin (s k) - spin (t k)) * a k| := by rw [abs_mul, hone _ _ hk, one_mul]
      _ = |∑ j ∈ Iio k, (spin (s j) - spin (t j)) * a j| := by
        rw [eq_neg_of_add_eq_zero_left hsplit, abs_neg]
      _ ≤ ∑ j ∈ Iio k, |(spin (s j) - spin (t j)) * a j| := abs_sum_le_sum_abs _ _
      _ ≤ ∑ j ∈ Iio k, |a j| := sum_le_sum fun j _ => by
        rw [abs_mul]
        exact mul_le_of_le_one_left (abs_nonneg _) (abs_spin_sub_le _ _)
  exact absurd hle (not_le_of_gt (h k))
```

Injectivity makes the number of lines equal to the number of configurations.

```lean
/-- If each coupling exceeds in magnitude the sum of the magnitudes of its predecessors,
there are exactly `2 ^ n` lines. -/
theorem card_lines_dominant {n : ℕ} (a : Fin n → ℝ)
    (h : ∀ k, ∑ j ∈ Iio k, |a j| < |a k|) : (lines a).card = 2 ^ n := by
  rw [lines, card_image_of_injective _ (lineShift_injective a h)]
  simp
```

The inequality has to be strict: couplings 1 and 1 satisfy it with $\le$ and give 3 lines instead of 4.

## A small binary splitting of a common coupling

Nearly equal couplings violate dominance as soon as there are three of them, but they can still give $2^n$ lines. Take $a_k=c+\delta2^k$ with $\delta>0$ and $\delta2^n\le c$. Physically, equivalence is lifted, but by too little to imitate the flip of a whole spin.

For a configuration $s$ with $p$ spins up, write $B(s)=\sum_k m_k2^k$. Its shift is $c(p-n/2)+\delta B(s)$. If $t$, with $q$ spins up, has the same shift, then
$$c\,|p-q|=\delta\,|B(s)-B(t)|\le\delta(2^n-1)<\delta2^n\le c.$$
So $p=q$, and since $\delta>0$, $B(s)=B(t)$. The couplings $2^k$ satisfy the dominance condition, because $\sum_{j<k}2^j=2^k-1$. Therefore $s=t$.

As an instance, take $n=3$, $c=8$, $\delta=1$. The couplings are 9, 10 and 12, and the lines lie at $\pm15.5$, $\pm6.5$, $\pm5.5$ and $\pm3.5$: eight positions, although $9+10>12$. Three couplings equal to 8 give only $\pm12$ and $\pm4$.

In the proof, `hlin` separates the common and binary parts, `hcount` supplies the number of up spins, `hD` bounds the binary difference, and `hpq` is the step $p=q$. The last step applies `lineShift_injective` to the powers of two.

```lean
/-- A common coupling `c` split by the small amounts `δ 2 ^ k`, with `δ > 0` and
`δ 2 ^ n ≤ c`, gives exactly `2 ^ n` lines. -/
theorem card_lines_split {n : ℕ} {c δ : ℝ} (hδ : 0 < δ) (h : δ * 2 ^ n ≤ c) :
    (lines (fun k : Fin n => c + δ * 2 ^ (k : ℕ))).card = 2 ^ n := by
  have hc : 0 < c := lt_of_lt_of_le (by positivity) h
  have hlin : ∀ s : Fin n → Bool, lineShift (fun k : Fin n => c + δ * 2 ^ (k : ℕ)) s
      = c * lineShift (fun _ => 1) s + δ * lineShift (fun k : Fin n => 2 ^ (k : ℕ)) s := by
    intro s
    simp only [lineShift, mul_sum, ← sum_add_distrib]
    exact sum_congr rfl fun k _ => by ring
  have hcount : ∀ s : Fin n → Bool, ∃ p : ℕ,
      lineShift (fun _ => 1) s = (p : ℝ) - (n : ℝ) / 2 := by
    intro s
    refine ⟨(univ.filter (fun k => s k = true)).card, ?_⟩
    simp only [lineShift, spin_eq, mul_one, sum_sub_distrib, sum_boole, sum_const,
      card_univ, Fintype.card_fin, nsmul_eq_mul]
    ring
  have hinj : Function.Injective (lineShift (fun k : Fin n => c + δ * 2 ^ (k : ℕ))) := by
    intro s t hst
    obtain ⟨p, hp⟩ := hcount s
    obtain ⟨q, hq⟩ := hcount t
    rw [hlin, hlin, hp, hq] at hst
    have hD : |lineShift (fun k : Fin n => 2 ^ (k : ℕ)) s
        - lineShift (fun k : Fin n => 2 ^ (k : ℕ)) t| < 2 ^ n := by
      calc _ = |∑ k : Fin n, (spin (s k) - spin (t k)) * 2 ^ (k : ℕ)| := by
            simp only [lineShift, sub_mul, sum_sub_distrib]
        _ ≤ ∑ k : Fin n, |(spin (s k) - spin (t k)) * 2 ^ (k : ℕ)| := abs_sum_le_sum_abs _ _
        _ ≤ ∑ k : Fin n, (2 : ℝ) ^ (k : ℕ) := sum_le_sum fun k _ => by
            rw [abs_mul, abs_of_pos (by positivity : (0 : ℝ) < 2 ^ (k : ℕ))]
            exact mul_le_of_le_one_left (by positivity) (abs_spin_sub_le _ _)
        _ < 2 ^ n := sum_two_pow_lt univ n fun j _ => j.isLt
    have hu := mul_lt_mul_of_pos_left (abs_lt.mp hD).2 hδ
    have hl := mul_lt_mul_of_pos_left (abs_lt.mp hD).1 hδ
    -- the splitting cannot compensate a change in the number of up spins
    have hpq : p = q := by
      rcases lt_trichotomy p q with hlt | heq | hgt
      · have h1 : (p : ℝ) + 1 ≤ q := by exact_mod_cast hlt
        have h2 := mul_le_mul_of_nonneg_left h1 hc.le
        linarith
      · exact heq
      · have h1 : (q : ℝ) + 1 ≤ p := by exact_mod_cast hgt
        have h2 := mul_le_mul_of_nonneg_left h1 hc.le
        linarith
    rw [hpq] at hst
    refine lineShift_injective (fun k : Fin n => (2 : ℝ) ^ (k : ℕ)) (fun k => ?_)
      (mul_left_cancel₀ hδ.ne' (by linarith))
    simp only [abs_pow, abs_two]
    refine sum_two_pow_lt _ _ fun j hj => ?_
    have hjk : j < k := mem_Iio.mp hj
    exact hjk
  rw [lines, card_image_of_injective _ hinj]
  simp
```

Positive $c$ and $\delta$ alone are not enough. For $n=3$ and $c=\delta=1$ the couplings are 2, 3 and 5, and $2+3=5$ makes two lines coincide, leaving 7. With $\delta=0$ and $c>0$ the count falls back to $n+1$, which is below $2^n$ for $n\ge2$.

Given a tolerance $\varepsilon>0$ and $c>0$, choose $\delta=\min(c,\varepsilon)/2^n$. Then $\delta2^n\le c$, and each coupling is positive and differs from $c$ by $\delta2^k<\delta2^n\le\varepsilon$. An arbitrarily small loss of equivalence can thus produce the exponential count. It need not: if only one of three equal couplings is changed, two remain equal and there are at most $2\cdot3=6$ lines.

```lean
/-- Within any tolerance `ε > 0` of a common coupling `c > 0` there are positive couplings
of `n` nuclei that give `2 ^ n` lines. -/
theorem exists_nearly_equivalent (n : ℕ) {c ε : ℝ} (hc : 0 < c) (hε : 0 < ε) :
    ∃ a : Fin n → ℝ, (∀ k, 0 < a k ∧ |a k - c| < ε) ∧ (lines a).card = 2 ^ n := by
  have hmin : 0 < min c ε := lt_min hc hε
  have hδ : 0 < min c ε / 2 ^ n := by positivity
  have hmul : min c ε / 2 ^ n * 2 ^ n = min c ε := div_mul_cancel₀ _ (by positivity)
  refine ⟨fun k => c + min c ε / 2 ^ n * 2 ^ (k : ℕ), fun k => ⟨by positivity, ?_⟩,
    card_lines_split hδ (hmul.le.trans (min_le_left _ _))⟩
  have hpow : (2 : ℝ) ^ (k : ℕ) < 2 ^ n := pow_lt_pow_right₀ (by norm_num) k.isLt
  have hlt := mul_lt_mul_of_pos_left hpow hδ
  rw [hmul] at hlt
  rw [add_sub_cancel_left, abs_of_pos (by positivity)]
  exact hlt.trans_le (min_le_right _ _)

end

end HyperfineLineCount
```

```lean
#print axioms HyperfineLineCount.card_lines_equivalent
#print axioms HyperfineLineCount.card_lines_dominant
#print axioms HyperfineLineCount.exists_nearly_equivalent
```

```
'HyperfineLineCount.card_lines_equivalent' depends on axioms: [propext, Classical.choice, Quot.sound]
'HyperfineLineCount.card_lines_dominant' depends on axioms: [propext, Classical.choice, Quot.sound]
'HyperfineLineCount.exists_nearly_equivalent' depends on axioms: [propext, Classical.choice, Quot.sound]
```

## Counting at finite resolution

The set `lines` separates positions however close they are. A different model would merge lines closer than a resolution $w>0$. If every coupling lies within $\varepsilon$ of $c$, each shift lies within $n\varepsilon/2$ of its equal-coupling value. For $n\varepsilon<w<c-n\varepsilon$, the spectrum would then show $n+1$ groups again, even when it contains $2^n$ distinct positions. In that model, the exponential count would require splittings large enough to be resolved.
